# A carrier-density step with symmetric exponential tails of decay length L about x = 0 reaches the fraction 0 < p ≤ 1/2 of its height only at x = L ln(2p)

The model prescribes a carrier density in one dimension that passes from N₁ far to the left to N₂ far to the right. At the junction x = 0 it is halfway between the two, and on each side its difference from the far value decays exponentially with the same length L > 0, so that for x ≤ 0 it is N₁ + (N₂ − N₁) exp(x/L)/2. The theorem says that, for N₁ ≠ N₂ and 0 < p ≤ 1/2, the density equals N₁ + p(N₂ − N₁) if and only if x = L ln(2p). For the forward direction the proof splits on the sign of x: on the left, junction included, it solves for the exponential and takes the logarithm, and on the right it seeks a contradiction, since more than half of the step is already completed there. For the converse it checks that L ln(2p) ≤ 0 and evaluates the left-hand formula at that point.

This version doesn't compile in Lean 4 with Mathlib:

```lean
import Mathlib

noncomputable section

namespace SmearedLevel

/-- The smeared carrier density, with exponential tails of decay length `L` when `L > 0`. -/
def smeared (L N₁ N₂ x : ℝ) : ℝ :=
  if x ≤ 0 then N₁ + (N₂ - N₁) * Real.exp (x / L) / 2
  else N₂ - (N₂ - N₁) * Real.exp (-x / L) / 2

/-- For `L > 0`, `N₁ ≠ N₂` and `0 < p ≤ 1/2`, the density has completed the fraction `p` of its
step exactly at `x = L ln (2p)`. -/
theorem smeared_level {L N₁ N₂ p : ℝ} (hL : 0 < L) (hN : N₁ ≠ N₂) (hp : 0 < p)
    (hp' : p ≤ 1 / 2) (x : ℝ) :
    smeared L N₁ N₂ x = N₁ + p * (N₂ - N₁) ↔ x = L * Real.log (2 * p) := by
  have hd : N₂ - N₁ ≠ 0 := sub_ne_zero.2 hN.symm
  constructor
  · intro h
    rcases le_or_gt x 0 with hx | hx
    · rw [smeared, if_pos hx] at h
      have hE : Real.exp (x / L) = 2 * p := mul_left_cancel₀ hd (by linear_combination 2 * h)
      rw [← hE, Real.log_exp, mul_div_cancel₀ _ hL.ne']
    · -- to the right of the junction more than half of the step is completed
      rw [smeared, if_neg (not_le_of_gt hx)] at h
      have hE : Real.exp (-x / L) = 2 * (1 - p) :=
        mul_left_cancel₀ hd (by linear_combination (-2) * h)
      have h1 : Real.exp (-x / L) < 1 :=
        Real.exp_lt_one (div_neg_of_neg_of_pos (by linarith) hL)
      exfalso
      linarith
  · rintro rfl
    have hx : L * Real.log (2 * p) ≤ 0 :=
      mul_nonpos_iff.2 (Or.inl ⟨hL.le, Real.log_nonpos (by linarith) (by linarith)⟩)
    rw [smeared, if_pos hx, mul_div_cancel_left₀ _ hL.ne', Real.exp_log (by linarith)]
    ring

end SmearedLevel
```

The error:

```
Main.lean:29:8: error(lean.unknownIdentifier): Unknown constant `Real.exp_lt_one`
```

What went wrong. The message says that Lean knows no constant called `Real.exp_lt_one`. The name is used in the case x > 0, to prove `h1`, that exp(−x/L) < 1. This bound is what contradicts `hE`, by which the same exponential equals 2(1 − p), a number that is at least 1 because p ≤ 1/2. The mathematics of the step is sound, and only the lemma's name is at fault.

The repair uses `Real.exp_lt_one_iff`, which states that the exponential of a real number is less than 1 exactly when that number is negative. As this is an equivalence and not an implication, `.2` is needed to select the direction from the negative exponent to the bound. The argument that follows, a proof that −x/L < 0, is what that direction asks for, so it stays as it was.

This version goes through:

```diff
@@ -27,5 +27,5 @@
         mul_left_cancel₀ hd (by linear_combination (-2) * h)
       have h1 : Real.exp (-x / L) < 1 :=
-        Real.exp_lt_one (div_neg_of_neg_of_pos (by linarith) hL)
+        Real.exp_lt_one_iff.2 (div_neg_of_neg_of_pos (by linarith) hL)
       exfalso
       linarith
```
